# Gaussian smearing of a polynomial as a finite sum of even derivatives

All integrals run over the whole real line. The standard Gaussian density, `gauss`, is

g(y) = exp(−y²/2) / √(2π),

and its moments are m(n) = ∫ yⁿ g(y) dy for n = 0, 1, 2, …. The real wave packet with centre a and position spread σ, `packet a σ`, is

ψ(u) = exp(−(u − a)²/(4σ²)) / √(σ√(2π)).

The symbol `𝕜` stands for ℝ or ℂ, and `𝕜[X]` for the polynomials over it. The n-th derivative p⁽ⁿ⁾(z) is written `(derivative^[n] p).eval z`, and `Finset.range N` runs over 0, …, N − 1. The sign `•` multiplies an element of `𝕜` by a real number.

```lean
import Mathlib

open Polynomial MeasureTheory
open scoped Nat

namespace GaussianSmearing

noncomputable section

/-- The Gaussian density of zero mean and unit variance on the real line. -/
def gauss (y : ℝ) : ℝ := Real.exp (-y ^ 2 / 2) / Real.sqrt (2 * Real.pi)

/-- The real Gaussian wave packet with centre `a` and position spread `σ`. -/
def packet (a σ u : ℝ) : ℝ :=
  Real.exp (-(u - a) ^ 2 / (4 * σ ^ 2)) / Real.sqrt (σ * Real.sqrt (2 * Real.pi))
```

## (a) Finite moments

Show that, for every n,

∫ |y|ⁿ g(y) dy < ∞.

**Solution.** The function |y|ⁿ exp(−y²/4) is bounded, so the integrand is at most a constant times exp(−y²/4), which is integrable. Lean takes the corresponding Mathlib result for exp(−by²) at b = 1/2 and divides by √(2π).

```lean
/-- Every power of the coordinate is integrable against the Gaussian density. -/
theorem integrable_moment (n : ℕ) : Integrable (fun y : ℝ => y ^ n * gauss y) := by
  have hs : (-1 : ℝ) < (n : ℝ) := by
    have : (0 : ℝ) ≤ (n : ℝ) := Nat.cast_nonneg n
    linarith
  have h := (integrable_rpow_mul_exp_neg_mul_sq (b := 1 / 2) (by norm_num) hs).div_const
    (Real.sqrt (2 * Real.pi))
  refine h.congr (Filter.Eventually.of_forall fun y => ?_)
  simp only [gauss, Real.rpow_natCast]
  rw [show -(1 / 2 : ℝ) * y ^ 2 = -y ^ 2 / 2 by ring]
  ring
```

## (b) Odd moments

Show that

m(2k + 1) = 0.

**Solution.** The reflection y → −y changes the sign of the integrand and preserves the integral, so m(2k + 1) = −m(2k + 1). In Lean the reflection is `integral_neg_eq_self`.

```lean
/-- The odd moments of the Gaussian density vanish. -/
theorem moment_odd (k : ℕ) : ∫ y : ℝ, y ^ (2 * k + 1) * gauss y = 0 := by
  -- reflection y → -y changes the sign of the integrand
  have h := integral_neg_eq_self (fun y : ℝ => y ^ (2 * k + 1) * gauss y) volume
  have e : ∀ y : ℝ, (-y) ^ (2 * k + 1) * gauss (-y) = -(y ^ (2 * k + 1) * gauss y) := by
    intro y
    simp only [gauss, neg_sq]
    rw [Odd.neg_pow ⟨k, rfl⟩]
    ring
  simp only [e, integral_neg] at h
  linarith
```

## (c) Derivative of the density

Show that

g′(y) = −y g(y).

**Solution.** The exponent −y²/2 has derivative −y, and the chain rule gives the result. `HasDerivAt` expresses this at each point y.

```lean
/-- The Gaussian density has derivative `-y` times itself. -/
theorem hasDerivAt_gauss (y : ℝ) : HasDerivAt gauss (-y * gauss y) y := by
  have h : HasDerivAt (fun y : ℝ => -y ^ 2 / 2) (-y) y :=
    ((hasDerivAt_pow 2 y).fun_neg.div_const 2).congr_deriv (by norm_num; ring)
  have h2 := h.exp.div_const (Real.sqrt (2 * Real.pi))
  exact h2.congr_deriv (by simp only [gauss]; ring)
```

## (d) Recurrence for the moments

Show that

m(n + 2) = (n + 1) m(n).

**Solution.** By (c),

d/dy [yⁿ⁺¹ g(y)] = (n + 1) yⁿ g(y) − yⁿ⁺² g(y).

The bracket vanishes at ±∞, so the right-hand side integrates to zero. Instead of boundary limits, Lean's lemma asks that the bracket and its derivative be integrable, which (a) supplies.

```lean
/-- Integration by parts links the Gaussian moments of orders `n + 2` and `n`. -/
theorem moment_recurrence (n : ℕ) :
    ∫ y : ℝ, y ^ (n + 2) * gauss y = ((n : ℝ) + 1) * ∫ y : ℝ, y ^ n * gauss y := by
  have hd : ∀ y : ℝ, HasDerivAt (fun y : ℝ => y ^ (n + 1) * gauss y)
      (((n : ℝ) + 1) * (y ^ n * gauss y) - y ^ (n + 2) * gauss y) y := fun y =>
    ((hasDerivAt_pow (n + 1) y).fun_mul (hasDerivAt_gauss y)).congr_deriv (by
      simp only [Nat.add_sub_cancel]
      push_cast
      ring)
  -- the integral of a total derivative vanishes
  have h0 := integral_eq_zero_of_hasDerivAt_of_integrable hd
    (((integrable_moment n).const_mul _).sub (integrable_moment (n + 2)))
    (integrable_moment (n + 1))
  rw [integral_sub ((integrable_moment n).const_mul _) (integrable_moment (n + 2)),
    integral_const_mul] at h0
  linarith
```

## (e) Even moments

Show that

m(2k) = (2k)! / (2ᵏ k!).

**Solution.** The Gaussian integral gives m(0) = 1. If the formula holds for k, then (d) gives

m(2k + 2) = (2k + 1) (2k)! / (2ᵏ k!) = (2k + 2)! / (2ᵏ⁺¹ (k + 1)!),

where the last step multiplies top and bottom by 2k + 2. The Lean proof is the same induction, with `integral_gaussian` as its base.

```lean
/-- The Gaussian moment of order `2k` is `(2k)! / (2^k k!)`. -/
theorem moment_even (k : ℕ) :
    ∫ y : ℝ, y ^ (2 * k) * gauss y = ((2 * k)! : ℝ) / (2 ^ k * (k ! : ℝ)) := by
  induction k with
  | zero =>
    have e : ∀ y : ℝ, y ^ (2 * 0) * gauss y
        = Real.exp (-(1 / 2) * y ^ 2) / Real.sqrt (2 * Real.pi) := by
      intro y
      rw [show -(1 / 2 : ℝ) * y ^ 2 = -y ^ 2 / 2 by ring]
      simp [gauss]
    have hne : Real.sqrt (2 * Real.pi) ≠ 0 := by positivity
    simp_rw [e]
    rw [integral_div, integral_gaussian, show Real.pi / (1 / 2) = 2 * Real.pi by ring,
      div_self hne]
    simp
  | succ k ih =>
    have hk : (k ! : ℝ) ≠ 0 := Nat.cast_ne_zero.mpr (Nat.factorial_ne_zero k)
    have hk1 : (k : ℝ) + 1 ≠ 0 := by positivity
    rw [show 2 * (k + 1) = 2 * k + 2 by ring, moment_recurrence, ih,
      Nat.factorial_succ (2 * k + 1), Nat.factorial_succ (2 * k), Nat.factorial_succ k]
    push_cast
    field_simp
    ring
```

## (f) Exact Taylor expansion

For deg p < M, show that

p(z + w) = ∑ (n = 0 to M − 1) wⁿ p⁽ⁿ⁾(z) / n!.

**Solution.** For p(z) = zʲ this is the binomial theorem, since the n-th derivative of zʲ divided by n! is C(j, n) zʲ⁻ⁿ. Linearity extends it to all polynomials, and derivatives beyond the degree vanish. Lean reads the coefficients from `taylor` and converts them to ordinary derivatives over n!.

```lean
variable {𝕜 : Type*} [RCLike 𝕜]

/-- The Taylor expansion of a polynomial about `z` is exact once it includes its degree. -/
theorem eval_add_eq_sum (p : 𝕜[X]) (z w : 𝕜) {M : ℕ} (hM : p.natDegree < M) :
    p.eval (z + w) = ∑ n ∈ Finset.range M, w ^ n / (n ! : 𝕜) * (derivative^[n] p).eval z := by
  rw [add_comm z w, ← taylor_eval,
    eval_eq_sum_range' (by rw [natDegree_taylor]; exact hM)]
  refine Finset.sum_congr rfl fun n _ => ?_
  have hn : (n ! : 𝕜) ≠ 0 := Nat.cast_ne_zero.mpr (Nat.factorial_ne_zero n)
  rw [taylor_coeff, ← factorial_smul_hasseDeriv, LinearMap.smul_apply, nsmul_eq_mul,
    eval_mul, eval_natCast]
  field_simp
```

## (g) Smearing with a width parameter

For z and s in `𝕜` and deg p < 2N, show that

∫ g(y) p(z + sy) dy = ∑ (k = 0 to N − 1) s²ᵏ p⁽²ᵏ⁾(z) / (2ᵏ k!).

**Solution.** Put w = sy and M = 2N in (f) and integrate the finite sum term by term:

∑ (n = 0 to 2N − 1) sⁿ p⁽ⁿ⁾(z) m(n) / n!.

Odd orders vanish by (b). For n = 2k, (e) gives m(2k)/(2k)! = 1/(2ᵏ k!).

In Lean, `hT` inserts the expansion and `hsplit` pairs the orders 2k and 2k + 1. Even when z and s are complex, y stays real. In the smallest case, N = 1, smearing leaves a polynomial of degree at most one unchanged.

```lean
/-- Smearing a real or complex polynomial with a Gaussian of width parameter `s` acts as the
differential operator `∑ s^(2k) D^(2k) / (2^k k!)`. -/
theorem gaussian_smearing (p : 𝕜[X]) (z s : 𝕜) {N : ℕ} (hN : p.natDegree < 2 * N) :
    ∫ y : ℝ, gauss y • p.eval (z + s * (y : 𝕜))
      = ∑ k ∈ Finset.range N,
          s ^ (2 * k) / (2 ^ k * (k ! : 𝕜)) * (derivative^[2 * k] p).eval z := by
  have hT : ∀ y : ℝ, gauss y • p.eval (z + s * (y : 𝕜))
      = ∑ n ∈ Finset.range (2 * N),
          (y ^ n * gauss y) • (s ^ n / (n ! : 𝕜) * (derivative^[n] p).eval z) := by
    intro y
    rw [eval_add_eq_sum p z (s * (y : 𝕜)) hN, Finset.smul_sum]
    refine Finset.sum_congr rfl fun n _ => ?_
    simp only [RCLike.real_smul_eq_coe_mul, RCLike.ofReal_mul, RCLike.ofReal_pow]
    ring
  have hsplit : ∀ (f : ℕ → 𝕜) (M : ℕ), ∑ n ∈ Finset.range (2 * M), f n
      = ∑ k ∈ Finset.range M, (f (2 * k) + f (2 * k + 1)) := by
    intro f M
    induction M with
    | zero => simp
    | succ M ih =>
      rw [show 2 * (M + 1) = 2 * M + 1 + 1 by ring, Finset.sum_range_succ,
        Finset.sum_range_succ, Finset.sum_range_succ, ih]
      ring
  -- integrate term by term; only the even orders survive
  simp_rw [hT]
  rw [MeasureTheory.integral_finsetSum _ (fun n _ => (integrable_moment n).smul_const _)]
  simp_rw [integral_smul_const]
  rw [hsplit]
  refine Finset.sum_congr rfl fun k _ => ?_
  have h1 : ((2 * k)! : 𝕜) ≠ 0 := Nat.cast_ne_zero.mpr (Nat.factorial_ne_zero _)
  have h2 : (k ! : 𝕜) ≠ 0 := Nat.cast_ne_zero.mpr (Nat.factorial_ne_zero _)
  rw [moment_even, moment_odd, zero_smul, add_zero, RCLike.real_smul_eq_coe_mul]
  push_cast
  field_simp
```

## (h) Unit variance on the real line

For a real polynomial p of degree d, show that

∫ p(x + y) exp(−y²/2) / √(2π) dy = ∑ (k = 0 to ⌊d/2⌋) p⁽²ᵏ⁾(x) / (2ᵏ k!).

**Solution.** Take z = x, s = 1 and N = ⌊d/2⌋ + 1 in (g); then d < 2N. The division in `p.natDegree / 2` rounds down.

```lean
/-- For a real polynomial and unit variance, Gaussian smearing is the sum of the even
derivatives of order `2k` divided by `2^k k!`, up to the degree. -/
theorem gaussian_smearing_real (p : ℝ[X]) (x : ℝ) :
    ∫ y : ℝ, p.eval (x + y) * Real.exp (-y ^ 2 / 2) / Real.sqrt (2 * Real.pi)
      = ∑ k ∈ Finset.range (p.natDegree / 2 + 1),
          (derivative^[2 * k] p).eval x / (2 ^ k * (k ! : ℝ)) := by
  have h := gaussian_smearing p x 1 (N := p.natDegree / 2 + 1) (by omega)
  simp only [RCLike.ofReal_real_eq_id, id_eq, one_mul, one_pow, smul_eq_mul] at h
  calc _ = ∫ y : ℝ, gauss y * p.eval (x + y) :=
        integral_congr_ae (Filter.Eventually.of_forall fun y => by simp only [gauss]; ring)
    _ = _ := h
    _ = _ := Finset.sum_congr rfl fun k _ => by ring
```

## (i) Potential energy of a wave packet

For σ > 0 and a real polynomial V with deg V < 2N, show that

∫ ψ(u) V(u) ψ(u) du = ∑ (k = 0 to N − 1) σ²ᵏ V⁽²ᵏ⁾(a) / (2ᵏ k!).

**Solution.** Substitute u = a + σy. Then ψ(a + σy)² = g(y)/σ and du = σ dy, so the integral is ∫ g(y) V(a + σy) dy, and (g) applies with z = a and s = σ.

Lean proves the density identity as `hsq`, then shifts and rescales the variable in separate steps. V = 1 confirms that ψ is normalised. The formula gives the mean potential energy in quantum mechanics for a one-dimensional Gaussian packet in a polynomial potential; it says nothing about the packet's time evolution.

```lean
/-- The expectation value of a polynomial potential `V` in a Gaussian wave packet is the sum of
`σ^(2k) / (2^k k!)` times the derivatives of order `2k` of `V` at the centre. -/
theorem packet_expectation (V : ℝ[X]) (a : ℝ) {σ : ℝ} (hσ : 0 < σ) {N : ℕ}
    (hN : V.natDegree < 2 * N) :
    ∫ u : ℝ, packet a σ u * (V.eval u * packet a σ u)
      = ∑ k ∈ Finset.range N,
          σ ^ (2 * k) / (2 ^ k * (k ! : ℝ)) * (derivative^[2 * k] V).eval a := by
  have hsq : ∀ y : ℝ, packet a σ (a + σ * y) ^ 2 = σ⁻¹ * gauss y := by
    intro y
    have he : ((2 : ℕ) : ℝ) * (-(a + σ * y - a) ^ 2 / (4 * σ ^ 2)) = -y ^ 2 / 2 := by
      rw [add_sub_cancel_left]
      push_cast
      field_simp
      ring
    unfold packet gauss
    rw [div_pow, Real.sq_sqrt (by positivity), ← Real.exp_nat_mul, he]
    ring
  have h := gaussian_smearing V a σ hN
  simp only [RCLike.ofReal_real_eq_id, id_eq, smul_eq_mul] at h
  -- substitute u = a + σ y
  have h1 := integral_add_left_eq_self (μ := (volume : Measure ℝ))
    (fun u : ℝ => packet a σ u * (V.eval u * packet a σ u)) a
  have h2 := Measure.integral_comp_mul_left
    (fun u : ℝ => packet a σ (a + u) * (V.eval (a + u) * packet a σ (a + u))) σ
  have e : ∀ y : ℝ, packet a σ (a + σ * y) * (V.eval (a + σ * y) * packet a σ (a + σ * y))
      = σ⁻¹ * (gauss y * V.eval (a + σ * y)) := by
    intro y
    linear_combination V.eval (a + σ * y) * hsq y
  simp only [e] at h2
  rw [integral_const_mul, h, h1, abs_of_pos (inv_pos.mpr hσ), smul_eq_mul] at h2
  exact (mul_left_cancel₀ (inv_ne_zero hσ.ne') h2).symm
```

## (j) Quartic potential

For σ > 0, show that

∫ ψ(u) u⁴ ψ(u) du = a⁴ + 6a²σ² + 3σ⁴.

**Solution.** Use N = 3 in (i). With V(a) = a⁴, V″(a) = 12a² and V⁗(a) = 24, the terms are a⁴, 12a²σ²/2 and 24σ⁴/8. Lean evaluates the same three terms. As σ → 0, the value tends to a⁴, the potential at the centre.

```lean
/-- The expectation value of the quartic potential `u^4` in a Gaussian wave packet. -/
theorem packet_quartic (a : ℝ) {σ : ℝ} (hσ : 0 < σ) :
    ∫ u : ℝ, packet a σ u * (u ^ 4 * packet a σ u)
      = a ^ 4 + 6 * a ^ 2 * σ ^ 2 + 3 * σ ^ 4 := by
  have h := packet_expectation (X ^ 4) a hσ (N := 3) (by rw [natDegree_X_pow]; norm_num)
  simp only [iterate_derivative_X_pow_eq_natCast_mul, eval_mul, eval_natCast, eval_pow,
    eval_X, Finset.sum_range_succ, Finset.sum_range_zero] at h
  rw [h]
  norm_num [Nat.descFactorial, Nat.factorial]
  ring

end

end GaussianSmearing
```

```lean
#print axioms GaussianSmearing.gaussian_smearing_real
#print axioms GaussianSmearing.packet_quartic
```

```
'GaussianSmearing.gaussian_smearing_real' depends on axioms: [propext, Classical.choice, Quot.sound]
'GaussianSmearing.packet_quartic' depends on axioms: [propext, Classical.choice, Quot.sound]
```
